# Hermite polynomials from the raising recursion, with their Gaussian and oscillator forms

The Hermite polynomials are defined here in $\mathbb{Z}[X]$ by $H_0=1$ and $H_{n+1}=2XH_n-H_n'$ alone, so that their link to derivatives of a Gaussian is a theorem and not part of the definition. Real numbers enter only when a polynomial is evaluated at a point.

```lean
import Mathlib

open Polynomial

namespace HermiteGaussianRecurrences

noncomputable section

/-- The Hermite polynomials with integer coefficients, built from `H_0 = 1` by the raising rule
`H_(n+1) = 2X H_n - H_n'`. -/
def hermiteH : ℕ → ℤ[X]
  | 0 => 1
  | n + 1 => 2 * X * hermiteH n - derivative (hermiteH n)

/-- The raising rule `H_(n+1) = 2X H_n - H_n'`. -/
theorem hermiteH_succ (n : ℕ) :
    hermiteH (n + 1) = 2 * X * hermiteH n - derivative (hermiteH n) := rfl

/-- The lowering rule: differentiation takes `H_(n+1)` to `2(n+1) H_n`. -/
theorem derivative_hermiteH_succ (n : ℕ) :
    derivative (hermiteH (n + 1)) = 2 * ((n : ℤ[X]) + 1) * hermiteH n := by
  induction n with
  | zero => simp [hermiteH]
  | succ n ih =>
    -- differentiate the raising rule, using the lowering rule one order below
    rw [hermiteH_succ (n + 1), ih]
    simp only [derivative_sub, derivative_mul, derivative_add, derivative_X, derivative_one,
      derivative_ofNat, derivative_natCast, ih]
    push_cast
    linear_combination (-(2 * ((n : ℤ[X]) + 1))) * hermiteH_succ n

/-- The three-term recurrence `H_(n+2) = 2X H_(n+1) - 2(n+1) H_n`. -/
theorem hermiteH_three_term (n : ℕ) :
    hermiteH (n + 2) = 2 * X * hermiteH (n + 1) - 2 * ((n : ℤ[X]) + 1) * hermiteH n := by
  rw [hermiteH_succ (n + 1), derivative_hermiteH_succ]

/-- Hermite's differential equation `H_n'' - 2X H_n' + 2n H_n = 0`. -/
theorem hermiteH_differential_equation (n : ℕ) :
    derivative (derivative (hermiteH n)) - 2 * X * derivative (hermiteH n)
      + 2 * (n : ℤ[X]) * hermiteH n = 0 := by
  -- the lowering rule and the differentiated raising rule both give `H_(n+1)'`
  have h := derivative_hermiteH_succ n
  rw [hermiteH_succ] at h
  simp only [derivative_sub, derivative_mul, derivative_X, derivative_ofNat] at h
  linear_combination -h

/-- The Hermite Gaussian of order `n`, exponent `a ≥ 0` and centre `A`, evaluated at `x`:
`(√a)^n H_n(√a (x - A)) exp(-a (x - A)²)`. -/
def hermiteGaussian (a : ℝ) (n : ℕ) (A x : ℝ) : ℝ :=
  Real.sqrt a ^ n * aeval (Real.sqrt a * (x - A)) (hermiteH n) * Real.exp (-a * (x - A) ^ 2)

/-- For exponent `a ≥ 0`, differentiating a Hermite Gaussian with respect to its centre raises
its order by one. -/
theorem hasDerivAt_hermiteGaussian_center {a : ℝ} (ha : 0 ≤ a) (n : ℕ) (A x : ℝ) :
    HasDerivAt (fun B => hermiteGaussian a n B x) (hermiteGaussian a (n + 1) A x) A := by
  have hs : Real.sqrt a * Real.sqrt a = a := Real.mul_self_sqrt ha
  have hd : HasDerivAt (fun B : ℝ => x - B) (-1) A := (hasDerivAt_id' A).const_sub x
  -- the polynomial factor and the exponential factor, each by the chain rule
  have hp : HasDerivAt (fun B : ℝ => aeval (Real.sqrt a * (x - B)) (hermiteH n))
      (aeval (Real.sqrt a * (x - A)) (derivative (hermiteH n)) * (Real.sqrt a * (-1))) A := by
    have hu := hd.const_mul (Real.sqrt a)
    have hq := Polynomial.hasDerivAt_aeval (hermiteH n) (Real.sqrt a * (x - A))
    have hc := hq.comp A hu
    exact hc
  have he := ((hd.fun_pow 2).const_mul (-a)).exp
  simp only [hermiteGaussian]
  refine ((hp.const_mul (Real.sqrt a ^ n)).fun_mul he).congr_deriv ?_
  simp only [hermiteH_succ, map_sub, map_mul, map_ofNat, aeval_X]
  push_cast
  linear_combination (-(2 * (x - A) * Real.sqrt a ^ n
    * aeval (Real.sqrt a * (x - A)) (hermiteH n) * Real.exp (-a * (x - A) ^ 2))) * hs

/-- For exponent `a ≥ 0`, the `n`-th derivative of the Gaussian `exp(-a (x - A)²)` with respect
to its centre `A` is the Hermite Gaussian of order `n`. -/
theorem iteratedDeriv_gaussian_center {a : ℝ} (ha : 0 ≤ a) (n : ℕ) (x : ℝ) :
    iteratedDeriv n (fun A : ℝ => Real.exp (-a * (x - A) ^ 2))
      = fun A => hermiteGaussian a n A x := by
  induction n with
  | zero =>
    funext A
    simp [hermiteGaussian, hermiteH]
  | succ n ih =>
    rw [iteratedDeriv_succ, ih]
    funext A
    exact (hasDerivAt_hermiteGaussian_center ha n A x).deriv

/-- For exponent `a ≥ 0`, multiplying a Hermite Gaussian of order at least one by `2a (x - A)` gives
the sum of the Hermite Gaussian one order above and `2a` times the original order times the one
below. -/
theorem hermiteGaussian_mul_coordinate {a : ℝ} (ha : 0 ≤ a) (n : ℕ) (A x : ℝ) :
    2 * a * (x - A) * hermiteGaussian a (n + 1) A x
      = hermiteGaussian a (n + 2) A x + 2 * a * ((n : ℝ) + 1) * hermiteGaussian a n A x := by
  have hs : Real.sqrt a * Real.sqrt a = a := Real.mul_self_sqrt ha
  -- the three-term recurrence at the scaled coordinate
  have h := congrArg (aeval (Real.sqrt a * (x - A))) (hermiteH_three_term n)
  simp only [map_sub, map_mul, map_add, map_one, map_ofNat, map_natCast, aeval_X] at h
  simp only [hermiteGaussian]
  rw [h]
  linear_combination (-((2 * (x - A) * Real.sqrt a ^ (n + 1)
      * aeval (Real.sqrt a * (x - A)) (hermiteH (n + 1))
    - 2 * ((n : ℝ) + 1) * Real.sqrt a ^ n * aeval (Real.sqrt a * (x - A)) (hermiteH n))
    * Real.exp (-a * (x - A) ^ 2))) * hs

/-- The derivative of `p(x) exp(-x²/2)`, for a polynomial `p` with integer coefficients, is again of
this form, with `p` replaced by `p' - X p`. -/
theorem hasDerivAt_polynomial_mul_gaussian (p : ℤ[X]) (x : ℝ) :
    HasDerivAt (fun y : ℝ => aeval y p * Real.exp (-y ^ 2 / 2))
      (aeval x (derivative p - X * p) * Real.exp (-x ^ 2 / 2)) x := by
  have he := (((hasDerivAt_id' x).fun_pow 2).fun_neg.div_const 2).exp
  refine ((Polynomial.hasDerivAt_aeval p x).fun_mul he).congr_deriv ?_
  simp only [map_sub, map_mul, aeval_X]
  push_cast
  ring

/-- The unnormalised oscillator function `H_n(x) exp(-x²/2)` in natural units. -/
def oscillatorFunction (n : ℕ) (x : ℝ) : ℝ :=
  aeval x (hermiteH n) * Real.exp (-x ^ 2 / 2)

/-- The oscillator functions satisfy the stationary Schrödinger equation
`-ψ''/2 + x² ψ/2 = (n + 1/2) ψ`. -/
theorem oscillatorFunction_schrodinger (n : ℕ) (x : ℝ) :
    -(1 / 2) * deriv (deriv (oscillatorFunction n)) x + x ^ 2 / 2 * oscillatorFunction n x
      = ((n : ℝ) + 1 / 2) * oscillatorFunction n x := by
  have h1 : deriv (oscillatorFunction n) = fun y : ℝ =>
      aeval y (derivative (hermiteH n) - X * hermiteH n) * Real.exp (-y ^ 2 / 2) :=
    funext fun y => (hasDerivAt_polynomial_mul_gaussian (hermiteH n) y).deriv
  rw [h1, (hasDerivAt_polynomial_mul_gaussian _ x).deriv]
  -- Hermite's equation at the point `x` removes the second derivative
  have h := congrArg (aeval x) (hermiteH_differential_equation n)
  simp only [map_sub, map_mul, map_add, map_zero, map_ofNat, map_natCast, aeval_X] at h
  simp only [oscillatorFunction, derivative_mul, derivative_X,
    map_sub, map_mul, map_add, map_one, aeval_X]
  linear_combination (-(Real.exp (-x ^ 2 / 2) / 2)) * h

end

end HermiteGaussianRecurrences
```

## Three identities between integer polynomials

The recursion fixes the physicists' convention: $H_1=2X$ and $H_2=4X^2-2$. In `hermiteH`, the prime is Mathlib's algebraic `derivative`, which acts on coefficients and involves no limit. For every natural number $n$, including $0$, the file proves

$$H_{n+1}'=2(n+1)H_n,\qquad H_{n+2}=2XH_{n+1}-2(n+1)H_n,$$
$$H_n''-2XH_n'+2nH_n=0.$$

These are equalities of polynomials. They can therefore be evaluated at any real number, which `aeval` does.

## Gaussians with a movable centre, and the oscillator

Write $s=\sqrt a$ and $u=s(x-A)$. The function `hermiteGaussian a n A x` is

$$\Lambda_n(A,x)=s^n\,H_n(u)\,e^{-a(x-A)^2},$$

a one-dimensional, unnormalised function with exponent $a$ and centre $A$. Three theorems concern it, all for $a\ge 0$:

- Differentiating $\Lambda_n$ with respect to $A$ gives $\Lambda_{n+1}$.
- The $n$-th derivative of $e^{-a(x-A)^2}$ with respect to $A$ is $\Lambda_n$.
- Multiplication by the coordinate obeys $2a(x-A)\Lambda_{n+1}=\Lambda_{n+2}+2a(n+1)\Lambda_n$.

The sign condition is needed because `Real.sqrt` returns $0$ for negative $a$, and $s^2=a$ then fails. At $a=0$ the statements hold but are trivial; a basis function has $a>0$.

Molecular integral schemes of the McMurchie–Davidson type use the last two rules, in each Cartesian direction, to trade powers of the coordinate for derivatives with respect to a centre. For a product of two primitive Gaussians, $a$ is then the sum of their exponents and $A$ is the centre of the product, not that of either factor in general. The coordinate rule starts at order one; the case of order zero, $2a(x-A)\Lambda_0=\Lambda_1$, is the first derivative of the Gaussian written out. The file contains no integrals and no products of Gaussians on different centres.

The function `oscillatorFunction n` is $\psi_n(x)=H_n(x)e^{-x^2/2}$, in units with $\hbar=m=\omega=1$. It satisfies

$$-\tfrac12\psi_n''+\tfrac12x^2\psi_n=\left(n+\tfrac12\right)\psi_n .$$

This is the stationary Schrödinger equation of a single particle in a one-dimensional harmonic well, as a pointwise differential equation. Calling $n+\tfrac12$ an energy level also requires $\psi_n$ to be nonzero and square-integrable. Both are true, since $H_n$ has leading coefficient $2^n$ and the Gaussian decays, but the file states neither, nor does it show that there are no other levels.

## Lowering, recurrence and differential equation

The lowering rule is proved by induction in `derivative_hermiteH_succ`. For $n=0$ it reads $(2X)'=2$. Suppose that $H_{n+1}'=2(n+1)H_n$. The raising rule then gives

$$H_{n+2}=2XH_{n+1}-2(n+1)H_n,$$

and differentiating, with the induction hypothesis used once more, gives

$$\begin{aligned}
H_{n+2}'&=2H_{n+1}+2X\cdot2(n+1)H_n-2(n+1)H_n'\\
&=2H_{n+1}+2(n+1)\,(2XH_n-H_n')\\
&=2(n+2)H_{n+1}.
\end{aligned}$$

In Lean, `rw` makes the first substitution, `simp only` applies the product rule, and the final line recognises the bracket as $H_{n+1}$.

With the lowering rule available for all $n$, inserting it into the raising rule gives the three-term recurrence, which is the one-line proof of `hermiteH_three_term`. For the differential equation, $H_{n+1}'$ is computed in two ways:

$$2H_n+2XH_n'-H_n''=H_{n+1}'=2(n+1)H_n.$$

Rearranging gives Hermite's equation.

## From polynomials to functions

Since $\partial u/\partial A=-s$ and $\partial_A e^{-a(x-A)^2}=2a(x-A)e^{-a(x-A)^2}$, and since $a(x-A)=su$,

$$\partial_A\Lambda_n=s^n\left[-sH_n'(u)+2su\,H_n(u)\right]e^{-a(x-A)^2}=\Lambda_{n+1}.$$

The Lean proof builds the two derivatives as `hp` and `he`, multiplies them by the product rule, and uses `congr_deriv` to replace the resulting expression by the desired one. Induction then gives `iteratedDeriv_gaussian_center`: order zero is the Gaussian itself, and each further derivative raises the order by one.

For the coordinate rule, evaluate the three-term recurrence at $u$ and multiply by $s^{n+2}e^{-a(x-A)^2}$:

$$\Lambda_{n+2}=2a(x-A)\Lambda_{n+1}-2a(n+1)\Lambda_n.$$

In Lean the evaluation is `congrArg` applied to `aeval`, followed by `simp only` to carry it through sums and products.

For the oscillator, `hasDerivAt_polynomial_mul_gaussian` says that differentiating $p\,e^{-x^2/2}$ replaces $p$ by $p'-Xp$. Doing this twice to $H_n$ produces

$$H_n''-2XH_n'+(X^2-1)H_n=(X^2-1-2n)H_n,$$

where the equality is Hermite's equation. Hence $\psi_n''=(x^2-1-2n)\psi_n$, which is the Schrödinger equation above after multiplication by $-\tfrac12$ and rearrangement.

## How `linear_combination` closes the algebra

Most of these proofs end with `linear_combination`. Given a hypothesis $h: l=r$ and a goal $L=R$, the call `linear_combination c * h` reduces the goal to

$$(L-R)-c\,(l-r)=0$$

and leaves this to `ring`. The user supplies the coefficient $c$, and the tactic checks that it works.

In Hermite's equation, `h` is the equality of the two expressions for $H_{n+1}'$, and the coefficient is $-1$. In the centre derivative, the two sides differ only by having $a$ where the other has $s^2$, so the hypothesis is `hs`, that is $s\cdot s=a$, and the coefficient is the common factor $-2(x-A)s^nH_n(u)e^{-a(x-A)^2}$.

To `ring`, terms such as `derivative (hermiteH n)` or an exponential are opaque symbols. All differentiation must therefore be carried out beforehand, which is why a `simp only` with derivative or evaluation rules usually comes first.

```lean
#print axioms HermiteGaussianRecurrences.iteratedDeriv_gaussian_center
-- 'HermiteGaussianRecurrences.iteratedDeriv_gaussian_center' depends on axioms: [propext, Classical.choice, Quot.sound]
#print axioms HermiteGaussianRecurrences.hermiteGaussian_mul_coordinate
-- 'HermiteGaussianRecurrences.hermiteGaussian_mul_coordinate' depends on axioms: [propext, Classical.choice, Quot.sound]
#print axioms HermiteGaussianRecurrences.oscillatorFunction_schrodinger
-- 'HermiteGaussianRecurrences.oscillatorFunction_schrodinger' depends on axioms: [propext, Classical.choice, Quot.sound]
```
